# For $x>0$, the Matsubara series for RKKY thermal damping sums to $x/\sinh x$

For every real $x>0$,

$$
\sum_{n=0}^{\infty} 2x\,e^{-(2n+1)x}=\frac{x}{\sinh x},\qquad 0<\frac{x}{\sinh x}<1,\qquad \lim_{x\to0^+}\frac{x}{\sinh x}=1 .
$$

In RKKY coupling, where conduction electrons carry an exchange interaction between two magnetic moments, $x$ is the distance between the moments measured in units of the thermal length $\hbar v/(2\pi k_BT)$, where $v$ is the Fermi velocity and $T$ the temperature. The factor $x/\sinh x$ then says how much of the zero-temperature coupling survives at distances of many Fermi wavelengths and at temperatures well below the Fermi temperature, for non-interacting electrons in a clean metal with a single Fermi velocity. The same factor appears in the corresponding model of coupling between magnetic layers.

```lean
import Mathlib

open Filter Topology

namespace RKKYThermalDamping

noncomputable section
```

The first line loads Mathlib, the mathematical library on which the proofs rest. The `open` line gives access to the notation for limits: `𝓝 1` stands for the neighbourhoods of $1$, and `𝓝[>] 0` for approach to $0$ through positive values. A statement `Tendsto f (𝓝[>] 0) (𝓝 1)` therefore reads $f(x)\to1$ as $x\to0^+$.

## Frequencies and the damping factor

```lean
/-- The fermionic Matsubara frequency `(2n+1)πT`, in units with `ħ = k_B = 1`. -/
def matsubaraFreq (T : ℝ) (n : ℕ) : ℝ := (2 * n + 1) * Real.pi * T
```

This defines the fermionic Matsubara frequencies

$$\omega_n=(2n+1)\pi T,\qquad n=0,1,2,\dots$$

in units with $\hbar=k_B=1$. The type `ℝ` of `T` says that the temperature is a real number, and `ℕ` says that $n$ is a natural number, starting at zero. Only the positive frequencies are listed. The definition accepts any real $T$; positivity is required later, where it is needed.

The physical input is the following. With the dispersion linearised at the Fermi level, a propagator at frequency $\omega_n$ decays over a distance $R$ as $e^{-\omega_nR/v}$, where $v$ is the Fermi velocity. The coupling contains two propagators, one for the electron and one for the hole, and its frequency sum carries a factor $T$, so each frequency contributes $T\,e^{-2\omega_nR/v}$, apart from a constant, a power of $R$ set by the dimension and the oscillation with $2k_FR$, where $k_F$ is the Fermi wave number. This expression is taken as the starting point and is not derived from a Hamiltonian.

```lean
/-- The thermal damping factor `x / sinh x` as a function of the reduced variable `x`. -/
def thermalDamping (x : ℝ) : ℝ := x / Real.sinh x
```

The damping factor, written $D(x)=x/\sinh x$ below, is defined by its closed form. Its equality with the frequency sum is therefore something to prove.

A different model would set $D(0)=1$ separately. As the definition stands, Lean's convention for division by zero gives `thermalDamping 0` the value $0$, which has no physical meaning. With the separate value, zero temperature would be included and the limit at $0$ would become continuity from the right. The series formula would still need $x>0$, because at $x=0$ every term $2x\,e^{-(2n+1)x}$ vanishes and the sum is $0$, not $1$.

## The finite sum telescopes

```lean
/-- The sum of `exp(-(2n+1)x)` over the natural numbers `n < N`, multiplied by `2 sinh x`, equals `1
- exp(-2Nx)`. -/
theorem matsubara_partial_sum (x : ℝ) (N : ℕ) :
    2 * Real.sinh x * ∑ n ∈ Finset.range N, Real.exp (-((2 * (n : ℝ) + 1) * x))
      = 1 - Real.exp (-(2 * (N : ℝ) * x)) := by
  induction N with
  | zero => simp
  | succ N ih =>
    rw [Finset.sum_range_succ, mul_add, ih, Real.sinh_eq]
    -- each new term is a difference of neighbouring exponentials
    have h1 : Real.exp x * Real.exp (-((2 * (N : ℝ) + 1) * x))
        = Real.exp (-(2 * (N : ℝ) * x)) := by
      rw [← Real.exp_add]
      congr 1
      ring
    have h2 : Real.exp (-x) * Real.exp (-((2 * (N : ℝ) + 1) * x))
        = Real.exp (-(2 * ((N + 1 : ℕ) : ℝ) * x)) := by
      rw [← Real.exp_add]
      congr 1
      push_cast
      ring
    linear_combination h1 - h2
```

In ordinary notation, for every real $x$ and every natural number $N$,

$$
2\sinh x\sum_{n=0}^{N-1}e^{-(2n+1)x}=1-e^{-2Nx}.
$$

`Finset.range N` is the set $\{0,\dots,N-1\}$, so the sum has $N$ terms. The expression `(n : ℝ)` treats the natural number $n$ as a real number.

By hand, write $2\sinh x=e^x-e^{-x}$ and multiply one term:

$$
(e^x-e^{-x})\,e^{-(2n+1)x}=e^{-2nx}-e^{-2(n+1)x}.
$$

Each term is a difference of neighbouring exponentials. On summation everything cancels except the first exponential, which is $1$, and the last, which is $e^{-2Nx}$.

Lean carries out the cancellation by induction on $N$. For $N=0$ both sides are zero. In the step from $N$ to $N+1$, the induction hypothesis `ih` replaces the old sum, and the new term is split into the two products `h1` and `h2`:

$$
e^xe^{-(2N+1)x}=e^{-2Nx},\qquad e^{-x}e^{-(2N+1)x}=e^{-2(N+1)x}.
$$

The tactic `linear_combination h1 - h2` checks that the difference of these two equations is exactly what the step requires.

## From finitely many frequencies to all of them

```lean
/-- For `x > 0` the Matsubara series with terms `2x exp(-(2n+1)x)` converges to the
thermal damping factor. -/
theorem hasSum_thermalDamping {x : ℝ} (hx : 0 < x) :
    HasSum (fun n : ℕ => 2 * x * Real.exp (-((2 * (n : ℝ) + 1) * x)))
      (thermalDamping x) := by
  have hs : 0 < Real.sinh x := Real.sinh_pos_iff.2 hx
  have hsum : HasSum (fun n : ℕ => Real.exp (-((2 * (n : ℝ) + 1) * x)))
      (1 / (2 * Real.sinh x)) := by
    rw [hasSum_iff_tendsto_nat_of_nonneg (fun n => (Real.exp_pos _).le)]
    -- the remainder of the finite sum dies out geometrically
    have hlim : Tendsto (fun N : ℕ => (1 - Real.exp (-(2 * x)) ^ N) / (2 * Real.sinh x))
        atTop (𝓝 ((1 - 0) / (2 * Real.sinh x))) :=
      ((tendsto_pow_atTop_nhds_zero_of_lt_one (Real.exp_pos _).le
        (Real.exp_lt_one_iff.2 (by linarith))).const_sub 1).div_const _
    rw [sub_zero] at hlim
    refine hlim.congr fun N => ?_
    have e : (N : ℝ) * -(2 * x) = -(2 * (N : ℝ) * x) := by ring
    rw [← Real.exp_nat_mul, e, div_eq_iff (mul_pos two_pos hs).ne']
    linear_combination -(matsubara_partial_sum x N)
  have h := hsum.mul_left (2 * x)
  have e : 2 * x * (1 / (2 * Real.sinh x)) = thermalDamping x := by
    unfold thermalDamping
    ring
  rwa [e] at h
```

The hypothesis `hx : 0 < x` is the condition $x>0$. The conclusion `HasSum f s` says that the series with terms $f(n)$ converges and that its sum is $s$. Convergence is thus part of the theorem.

By hand, $\sinh x>0$ allows division in the finite identity:

$$
\sum_{n=0}^{N-1}e^{-(2n+1)x}=\frac{1-(e^{-2x})^N}{2\sinh x}.
$$

Since $0<e^{-2x}<1$, the power tends to zero as $N\to\infty$, and the sum tends to $1/(2\sinh x)$. Multiplication by $2x$ gives $x/\sinh x$.

The proof follows this order. `HasSum` does not depend on the order of summation, and for non-negative terms it is equivalent to convergence of the ordinary partial sums; this is the first rewrite inside `hsum`. The fact `hlim` contains the geometric limit, and `matsubara_partial_sum` identifies the expression in it with the partial sum. The last lines multiply by $2x$ and simplify.

The condition $x>0$ matters. At $x=-1$ the terms are $-2e^{2n+1}$, which grow without bound in magnitude, so the series diverges. The closed form is nevertheless perfectly finite there: $(-1)/\sinh(-1)=1/\sinh 1$.

The finite identity also gives the truncation error for this model. Keeping $N$ positive frequencies yields $D(x)(1-e^{-2Nx})$, so the relative error is $e^{-2Nx}$. At small $x$, meaning a distance short compared with the thermal length, many frequencies are needed.

## The undamped limit

```lean
/-- The thermal damping factor tends to one as `x` tends to zero from above. -/
theorem thermalDamping_tendsto_one : Tendsto thermalDamping (𝓝[>] 0) (𝓝 1) := by
  -- the slope of sinh at the origin is one
  have h := hasDerivAt_iff_tendsto_slope_zero.1 (Real.hasDerivAt_sinh 0)
  simp only [zero_add, Real.sinh_zero, sub_zero, smul_eq_mul, Real.cosh_zero] at h
  have h2 := (h.mono_left (nhdsWithin_mono 0
    (fun y (hy : y ∈ Set.Ioi (0 : ℝ)) => (Set.mem_Ioi.1 hy).ne'))).inv₀ one_ne_zero
  rw [inv_one] at h2
  refine h2.congr fun x => ?_
  show (x⁻¹ * Real.sinh x)⁻¹ = x / Real.sinh x
  rw [mul_inv, inv_inv, div_eq_mul_inv]
```

This reads $D(x)\to1$ as $x\to0^+$. By hand, the derivative of $\sinh$ at the origin is $\cosh0=1$, so

$$
\frac{\sinh x-\sinh0}{x}=\frac{\sinh x}{x}\to1,
$$

and the reciprocal has the limit $1/1=1$.

In Lean, `h` starts as the statement that the difference quotient of $\sinh$ at zero tends to the derivative, and `simp` inserts $\sinh0=0$ and $\cosh0=1$. That limit is two-sided, with zero itself excluded. The call to `mono_left` restricts it to positive $x$, and `inv₀` takes the reciprocal, which is allowed because the limit is not zero. The remaining lines rewrite the reciprocal as $x/\sinh x$.

There is also a direct picture of this limit. The series is a midpoint sum for $\int_0^\infty e^{-u}\,du=1$, with sample points $u=(2n+1)x$ and spacing $2x$. As the temperature falls, the discrete frequencies close up into an integral.

## Series, bounds and limit together

```lean
/-- For every `x > 0` the Matsubara series converges to `x / sinh x`, which lies strictly
between 0 and 1; and `x / sinh x` tends to 1 as `x` tends to 0 from above. -/
theorem matsubara_thermal_damping :
    (∀ x : ℝ, 0 < x →
      HasSum (fun n : ℕ => 2 * x * Real.exp (-((2 * (n : ℝ) + 1) * x))) (x / Real.sinh x)
        ∧ 0 < x / Real.sinh x ∧ x / Real.sinh x < 1)
    ∧ Tendsto (fun x : ℝ => x / Real.sinh x) (𝓝[>] 0) (𝓝 1) := by
  refine ⟨fun x hx => ?_, thermalDamping_tendsto_one⟩
  have hs : 0 < Real.sinh x := Real.sinh_pos_iff.2 hx
  exact ⟨hasSum_thermalDamping hx, div_pos hx hs,
    (div_lt_one hs).2 (Real.self_lt_sinh_iff.2 hx)⟩
```

The symbol `∀` means "for every", and `∧` means "and". The theorem therefore has two parts. For every $x>0$, the series converges to $x/\sinh x$ and this value lies strictly between $0$ and $1$. Separately, the value tends to $1$ as $x\to0^+$. The quotient is written out here in place of the name `thermalDamping`, so the statement can be read without looking up a definition.

The series and the limit are already available. For the bounds, $x>0$ and $\sinh x>0$ give a positive quotient. The upper bound is equivalent to $x<\sinh x$. By hand, $\sinh x-x$ vanishes at zero and has derivative $\cosh x-1>0$ for $x>0$, so it is positive there. Mathlib supplies this inequality as `Real.self_lt_sinh_iff`, and `div_lt_one` turns it into the bound on the quotient.

Physically, within this model, wherever the zero-temperature coupling is non-zero, any positive temperature reduces its magnitude but neither removes it nor reverses its sign.

## Temperature, distance and Fermi velocity

```lean
/-- For positive temperature `T`, distance `R` and Fermi velocity `v`, the sum of the factors
`exp(-2 ω_n R / v)` over the positive Matsubara frequencies, with prefactor `4πTR/v`, is the thermal
damping factor at `x = 2πTR/v`. -/
theorem rkky_damping_physical {T R v : ℝ} (hT : 0 < T) (hR : 0 < R) (hv : 0 < v) :
    HasSum (fun n : ℕ => 4 * Real.pi * T * R / v *
        Real.exp (-(2 * matsubaraFreq T n * R / v)))
      (thermalDamping (2 * Real.pi * T * R / v)) := by
  have hx : 0 < 2 * Real.pi * T * R / v := by positivity
  convert hasSum_thermalDamping hx using 1
  funext n
  have h1 : 4 * Real.pi * T * R / v = 2 * (2 * Real.pi * T * R / v) := by ring
  have h2 : 2 * matsubaraFreq T n * R / v
      = (2 * (n : ℝ) + 1) * (2 * Real.pi * T * R / v) := by
    unfold matsubaraFreq
    ring
  rw [h1, h2]
```

For positive $T$, $R$ and $v$, this says

$$
\sum_{n=0}^{\infty}\frac{4\pi TR}{v}\,e^{-2\omega_nR/v}=D\!\left(\frac{2\pi TR}{v}\right).
$$

By hand, set $x=2\pi TR/v$. The prefactor is $2x$, and the exponent is

$$
\frac{2\omega_nR}{v}=(2n+1)\frac{2\pi TR}{v}=(2n+1)x,
$$

so the series is the one already summed. In Lean, `positivity` proves $x>0$ from the three hypotheses. The tactic `convert` reduces the claim to equality of the terms, and `h1` and `h2` are the two substitutions above.

The thermal length is $v/(2\pi T)$, so $x=R$ divided by that length. With the constants restored, $x=2\pi k_BTR/(\hbar v)$. In the prefactor, $T$ is the factor carried by the frequency sum, and $4\pi R/v$ divides by $v/(4\pi R)$, the limit of $T\sum_n e^{-2\omega_nR/v}$ as $T\to0$ at fixed $R$. The normalised sum therefore tends to $1$ for small $x$. The theorem concerns this normalised sum; the oscillation, the power-law decay with $R$ and the strength of the exchange interaction do not enter it, nor do disorder and electron-electron interactions.

## Damping increases with temperature and distance

```lean
/-- For `x > 0`, `sinh x` is strictly smaller than `x cosh x`. -/
theorem sinh_lt_mul_cosh {x : ℝ} (hx : 0 < x) : Real.sinh x < x * Real.cosh x := by
  have hd : ∀ y : ℝ, HasDerivAt (fun t => t * Real.cosh t - Real.sinh t)
      (1 * Real.cosh y + y * Real.sinh y - Real.cosh y) y := fun y =>
    ((hasDerivAt_id' y).fun_mul (Real.hasDerivAt_cosh y)).fun_sub (Real.hasDerivAt_sinh y)
  have hm : StrictMonoOn (fun t => t * Real.cosh t - Real.sinh t) (Set.Ici 0) := by
    refine strictMonoOn_of_deriv_pos (convex_Ici 0)
      (fun y _ => (hd y).continuousAt.continuousWithinAt) (fun y hy => ?_)
    rw [interior_Ici] at hy
    rw [(hd y).deriv]
    have := mul_pos (Set.mem_Ioi.1 hy) (Real.sinh_pos_iff.2 (Set.mem_Ioi.1 hy))
    linarith
  have h := hm (Set.mem_Ici.2 le_rfl) (Set.mem_Ici.2 hx.le) hx
  simp only [Real.sinh_zero, zero_mul, sub_zero] at h
  linarith
```

This is the inequality $\sinh x<x\cosh x$ for $x>0$, which the monotonicity proof needs. By hand, let $g(t)=t\cosh t-\sinh t$. Then $g(0)=0$ and

$$
g'(t)=\cosh t+t\sinh t-\cosh t=t\sinh t>0\qquad(t>0),
$$

so $g(x)>0$.

In the proof, `hd` is the derivative of $g$, assembled from the product and difference rules. The fact `hm` says that $g$ is strictly increasing on $[0,\infty)$, written `Set.Ici 0`. Comparing the values at $0$ and $x$ then gives the inequality.

```lean
/-- The thermal damping factor is strictly decreasing in `x` for `x > 0`. -/
theorem thermalDamping_strictAntiOn : StrictAntiOn thermalDamping (Set.Ioi 0) := by
  have hd : ∀ x : ℝ, 0 < x → HasDerivAt thermalDamping
      ((1 * Real.sinh x - x * Real.cosh x) / Real.sinh x ^ 2) x := fun x hx =>
    (hasDerivAt_id' x).fun_div (Real.hasDerivAt_sinh x) (Real.sinh_pos_iff.2 hx).ne'
  refine strictAntiOn_of_deriv_neg (convex_Ioi 0)
    (fun x hx => (hd x hx).continuousAt.continuousWithinAt) (fun x hx => ?_)
  rw [interior_Ioi] at hx
  rw [(hd x hx).deriv]
  exact div_neg_of_neg_of_pos (by linarith [sinh_lt_mul_cosh (Set.mem_Ioi.1 hx)])
    (pow_pos (Real.sinh_pos_iff.2 (Set.mem_Ioi.1 hx)) 2)
```

`StrictAntiOn` means strictly decreasing on a set, and `Set.Ioi 0` is the open interval $(0,\infty)$. Thus $0<x<y$ implies $D(y)<D(x)$. By the quotient rule,

$$
D'(x)=\frac{\sinh x-x\cosh x}{\sinh^2x}.
$$

The numerator is negative by the preceding inequality and the denominator is positive. Lean records the derivative in `hd` and obtains its sign in the last two lines. Since $x=2\pi TR/v$, raising the temperature at fixed $R$ and $v$ lowers the factor, as does increasing the distance at fixed $T$ and $v$.

## One frequency dominates at large $x$

```lean
/-- As `x` tends to infinity, the ratio of the thermal damping factor to the lowest
Matsubara term `2x exp(-x)` tends to one. -/
theorem thermalDamping_asymptotic :
    Tendsto (fun x : ℝ => thermalDamping x / (2 * x * Real.exp (-x))) atTop (𝓝 1) := by
  have h0 : Tendsto (fun x : ℝ => Real.exp (-(2 * x))) atTop (𝓝 0) :=
    Real.tendsto_exp_neg_atTop_nhds_zero.comp (tendsto_id.const_mul_atTop two_pos)
  have h1 : Tendsto (fun x : ℝ => (1 - Real.exp (-(2 * x)))⁻¹) atTop (𝓝 1) := by
    simpa using (h0.const_sub 1).inv₀ (by norm_num)
  refine h1.congr' ?_
  filter_upwards [eventually_gt_atTop 0] with x hx
  -- the finite-sum identity with a single frequency
  have hp : 2 * Real.sinh x * Real.exp (-x) = 1 - Real.exp (-(2 * x)) := by
    simpa using matsubara_partial_sum x 1
  have hs : Real.sinh x ≠ 0 := (Real.sinh_pos_iff.2 hx).ne'
  have he : Real.exp (-x) ≠ 0 := (Real.exp_pos _).ne'
  have hx' : x ≠ 0 := hx.ne'
  rw [← hp]
  unfold thermalDamping
  field_simp

end

end RKKYThermalDamping
```

The filter `atTop` expresses $x\to\infty$. The theorem says

$$
\frac{D(x)}{2x\,e^{-x}}\to1\qquad(x\to\infty).
$$

The denominator is the $n=0$ term of the series, which comes from the lowest frequency $\omega_0=\pi T$. By hand, the finite identity with $N=1$ reads $2\sinh x\,e^{-x}=1-e^{-2x}$, so for $x>0$

$$
\frac{D(x)}{2x\,e^{-x}}=\frac{1}{2\sinh x\,e^{-x}}=\frac{1}{1-e^{-2x}}\to1 .
$$

In Lean, `h0` and `h1` establish the limit of the last fraction. The `filter_upwards` line restricts attention to $x>0$, which is enough for a limit at infinity. There `hp` is the finite identity for one frequency, and `field_simp` cancels the non-zero factors. At distances well beyond the thermal length, the damping in this clean, non-interacting model is therefore exponential, up to the factor $2x$.

```lean
#print axioms RKKYThermalDamping.matsubara_thermal_damping
-- 'RKKYThermalDamping.matsubara_thermal_damping' depends on axioms: [propext, Classical.choice, Quot.sound]
#print axioms RKKYThermalDamping.rkky_damping_physical
-- 'RKKYThermalDamping.rkky_damping_physical' depends on axioms: [propext, Classical.choice, Quot.sound]
#print axioms RKKYThermalDamping.thermalDamping_strictAntiOn
-- 'RKKYThermalDamping.thermalDamping_strictAntiOn' depends on axioms: [propext, Classical.choice, Quot.sound]
#print axioms RKKYThermalDamping.thermalDamping_asymptotic
-- 'RKKYThermalDamping.thermalDamping_asymptotic' depends on axioms: [propext, Classical.choice, Quot.sound]
```
